# A subspace that contains the occupied eigenvectors never underestimates the gap

Let $H$ be a real symmetric operator on a finite-dimensional space, with orthonormal eigenvectors $v_0, v_1, \dots$ and levels $e_0 \le e_1 \le \dots$, of which $0,\dots,k$ are occupied, and let $N = k+1$ be the number of occupied orbitals. Let $V$ be a subspace that contains $v_0,\dots,v_k$ and has dimension above $N$, and let $\theta_0 \le \theta_1 \le \dots$ be the Ritz values of $H$ in $V$. Then

$$\theta_{k+1} - \theta_k \;\ge\; e_{k+1} - e_k ,$$

and if $e_k < e_{k+1}$, equality holds exactly when $V$ contains an eigenvector of $H$ for $e_{k+1}$.

In some linear-scaling electronic-structure methods, $V$ is the span of local orbitals optimized for the occupied states. For a fixed one-particle $H$ and an occupied space that $V$ contains exactly, the gap computed in $V$ is either exact or too large.

In the code, `E` is the real inner product space, `H` a linear map on it, and `V` and `W` are subspaces. Levels are counted from zero, as above.

In Lean 4 with Mathlib:

```lean
import Mathlib

open scoped InnerProductSpace

namespace RitzGap

variable {E : Type*} [NormedAddCommGroup E] [InnerProductSpace ℝ E]
  {H : E →ₗ[ℝ] E} {V W : Submodule ℝ E} {m n : ℕ}
  {θ : Fin m → ℝ} {u : Fin m → E} {e : Fin n → ℝ} {v : Fin n → E}
```

## Ritz vectors and exact eigenvectors under one definition

A Ritz basis of $V$ is an orthonormal basis $u_i$ of $V$ with

$$\langle x, H u_i\rangle = \theta_i \langle x, u_i\rangle \quad\text{for all } x \in V .$$

This is the Galerkin eigenvalue equation: the residual $Hu_i - \theta_i u_i$ is orthogonal to $V$ but need not vanish. The Ritz values depend only on $V$, not on the local functions that span it. For $V = E$, written `⊤`, the residual does vanish, and the same definition describes the exact eigenvectors. The number of vectors, `m` for $V$ and `n` for $E$, is the dimension.

```lean
/-- The vectors `u i` are an orthonormal basis of `V` that solves the eigenvalue equation of `H`
tested against `V`, with Ritz values `θ i` in ascending order. For `V = ⊤` these are the exact
eigenvectors and levels. -/
structure IsRitzBasis (H : E →ₗ[ℝ] E) (V : Submodule ℝ E) {m : ℕ}
    (θ : Fin m → ℝ) (u : Fin m → E) : Prop where
  orthonormal : Orthonormal ℝ u
  span_eq : Submodule.span ℝ (Set.range u) = V
  mono : Monotone θ
  ritz : ∀ i, ∀ x ∈ V, ⟪x, H (u i)⟫_ℝ = θ i * ⟪x, u i⟫_ℝ
```

Such a basis exists in every subspace. With $P$ the orthogonal projection onto $V$, the compression $T = PH|_V$ is symmetric, so the spectral theorem gives an orthonormal eigenbasis of $V$, which is then sorted by eigenvalue. In the proof, $P$ is the adjoint of the inclusion of $V$, and `hin` states $\langle x, Ty\rangle = \langle x, Hy\rangle$ on $V$.

```lean
/-- In finite dimension, a symmetric `H` has a Ritz basis in every subspace. -/
theorem exists_ritzBasis [FiniteDimensional ℝ E] (hH : H.IsSymmetric) (V : Submodule ℝ E) :
    ∃ (θ : Fin (Module.finrank ℝ V) → ℝ) (u : Fin (Module.finrank ℝ V) → E),
      IsRitzBasis H V θ u := by
  -- diagonalise the compression of `H` to `V`, then sort
  let T : V →ₗ[ℝ] V := LinearMap.adjoint V.subtype ∘ₗ H ∘ₗ V.subtype
  have hin : ∀ x y : V, ⟪x, T y⟫_ℝ = ⟪(x : E), H y⟫_ℝ := fun x y =>
    LinearMap.adjoint_inner_right V.subtype x (H y)
  have hT : T.IsSymmetric := fun x y =>
    (real_inner_comm _ _).trans ((hin y x).trans
      ((real_inner_comm _ _).trans ((hH x y).trans (hin x y).symm)))
  let b := hT.eigenvectorBasis rfl
  let σ := Tuple.sort (hT.eigenvalues rfl)
  refine ⟨fun i => hT.eigenvalues rfl (σ i), fun i => (b (σ i) : E), ?_, ?_,
    Tuple.monotone_sort _, ?_⟩
  · exact (b.orthonormal.comp σ σ.injective).comp_linearIsometry V.subtypeₗᵢ
  · apply le_antisymm
    · rw [Submodule.span_le]
      rintro _ ⟨i, rfl⟩
      exact (b (σ i)).2
    · intro x hx
      have h := congrArg V.subtype (b.sum_repr ⟨x, hx⟩)
      rw [map_sum] at h
      change _ = x at h
      rw [← h]
      refine Submodule.sum_mem _ fun i _ => ?_
      rw [map_smul]
      exact Submodule.smul_mem _ _ (Submodule.subset_span
        ⟨σ.symm i, congrArg (fun j => (b j : E)) (σ.apply_symm_apply i)⟩)
  · intro i x hx
    have h1 := hin ⟨x, hx⟩ (b (σ i))
    have h2 : T (b (σ i)) = (hT.eigenvalues rfl (σ i) : ℝ) • b (σ i) :=
      hT.apply_eigenvectorBasis rfl (σ i)
    rw [h2, real_inner_smul_right] at h1
    exact h1.symm
```

## Norm and energy as weighted sums

Each $u_i$ lies in $V$.

```lean
/-- Every Ritz vector lies in its subspace. -/
theorem IsRitzBasis.mem (h : IsRitzBasis H V θ u) (i : Fin m) : u i ∈ V := by
  rw [← h.span_eq]
  exact Submodule.subset_span (Set.mem_range_self i)
```

Every $x \in V$ therefore has the expansion $x = \sum_i \langle u_i, x\rangle u_i$.

```lean
/-- A vector of `V` is the sum of its components along the Ritz vectors. -/
theorem IsRitzBasis.expand (h : IsRitzBasis H V θ u) {x : E} (hx : x ∈ V) :
    ∑ i, ⟪u i, x⟫_ℝ • u i = x := by
  rw [← h.span_eq] at hx
  obtain ⟨c, rfl⟩ := (Submodule.mem_span_range_iff_exists_fun ℝ).1 hx
  refine Finset.sum_congr rfl fun i _ => ?_
  rw [h.orthonormal.inner_right_fintype]
```

Inserting it into the right-hand slot of $\langle x,x\rangle$ and $\langle x,Hx\rangle$, and using the Ritz equation with $x$ as the test vector, gives

$$\langle x,x\rangle = \sum_i \langle u_i,x\rangle^2, \qquad \langle x,Hx\rangle = \sum_i \theta_i \langle u_i,x\rangle^2 .$$

```lean
/-- For a vector of `V`, the squared norm is the sum of the Ritz weights, and the energy is the
sum of the Ritz values times these weights. -/
theorem IsRitzBasis.norm_energy (h : IsRitzBasis H V θ u) {x : E} (hx : x ∈ V) :
    ⟪x, x⟫_ℝ = ∑ i, ⟪u i, x⟫_ℝ ^ 2 ∧ ⟪x, H x⟫_ℝ = ∑ i, θ i * ⟪u i, x⟫_ℝ ^ 2 := by
  constructor
  · calc ⟪x, x⟫_ℝ = ⟪x, ∑ i, ⟪u i, x⟫_ℝ • u i⟫_ℝ := by rw [h.expand hx]
      _ = _ := by
        rw [inner_sum]
        refine Finset.sum_congr rfl fun i _ => ?_
        rw [real_inner_smul_right, real_inner_comm (u i) x]
        ring
  · calc ⟪x, H x⟫_ℝ = ⟪x, H (∑ i, ⟪u i, x⟫_ℝ • u i)⟫_ℝ := by rw [h.expand hx]
      _ = _ := by
        rw [map_sum, inner_sum]
        refine Finset.sum_congr rfl fun i _ => ?_
        rw [map_smul, real_inner_smul_right, h.ritz i x hx, real_inner_comm (u i) x]
        ring
```

In the full space every vector is a test vector, so $Hv_i = e_i v_i$.

```lean
/-- Ritz vectors of the full space are exact eigenvectors of `H`. -/
theorem IsRitzBasis.eigen (h : IsRitzBasis H ⊤ e v) (i : Fin n) : H (v i) = e i • v i :=
  ext_inner_left ℝ fun x => by rw [h.ritz i x Submodule.mem_top, real_inner_smul_right]
```

## A larger subspace never raises a Ritz value

Let $V \subseteq W$. For this step only, $e_i$ and $v_i$ are the Ritz values and vectors of $W$. Take $x = \sum_{l=0}^{j} c_l u_l$ and require $\langle v_i, x\rangle = 0$ for $i < j$. These are $j$ linear conditions on $j+1$ coefficients, so a nonzero solution exists. Since $x$ has weight only on $u_0,\dots,u_j$ in $V$, and only on $v_j, v_{j+1},\dots$ in $W$,

$$e_j \langle x,x\rangle \le \langle x,Hx\rangle \le \theta_j \langle x,x\rangle ,$$

and dividing by $\langle x,x\rangle > 0$ gives $e_j \le \theta_j$.

In the proof, `f` maps the coefficients to the $j$ overlaps, and it cannot be injective because its target has the smaller dimension. The vanishing weights are `hlow` and `hhigh`, and the two inequalities are `lo` and `up`, each proved term by term.

```lean
/-- Enlarging the variational subspace never raises the Ritz value with a given index. -/
theorem ritz_value_le_of_le (hV : IsRitzBasis H V θ u) (hW : IsRitzBasis H W e v)
    (hVW : V ≤ W) (j : ℕ) (hm : j < m) (hn : j < n) : e ⟨j, hn⟩ ≤ θ ⟨j, hm⟩ := by
  -- `j` orthogonality conditions on `j + 1` coefficients have a nonzero solution
  let f : (Fin (j + 1) → ℝ) →ₗ[ℝ] (Fin j → ℝ) :=
    { toFun := fun c i => ∑ l, c l * ⟪v (Fin.castLE hn.le i), u (Fin.castLE hm l)⟫_ℝ
      map_add' := by intro a b; ext i; simp [add_mul, Finset.sum_add_distrib]
      map_smul' := by intro a b; ext i; simp [Finset.mul_sum, mul_assoc] }
  obtain ⟨c, hc, hc0⟩ : ∃ c, f c = 0 ∧ c ≠ 0 := by
    by_contra hcon
    have hinj : Function.Injective f := (injective_iff_map_eq_zero f).2
      fun c hc => by_contra fun h0 => hcon ⟨c, hc, h0⟩
    have := LinearMap.finrank_le_finrank_of_injective hinj
    simp at this
  obtain ⟨x, hx⟩ : ∃ x, x = ∑ l, c l • u (Fin.castLE hm l) := ⟨_, rfl⟩
  have hxV : x ∈ V := by
    rw [hx]
    exact Submodule.sum_mem _ fun l _ => Submodule.smul_mem _ _ (hV.mem _)
  have ho : Orthonormal ℝ (fun l => u (Fin.castLE hm l)) :=
    hV.orthonormal.comp _ (Fin.castLE_injective hm)
  have hx0 : x ≠ 0 := fun h => hc0 (funext fun l => by
    have h1 := ho.inner_right_fintype c l
    rw [← hx, h, inner_zero_right] at h1
    exact h1.symm)
  have hlow : ∀ i : Fin n, i.1 < j → ⟪v i, x⟫_ℝ = 0 := fun i hi => by
    rw [hx, inner_sum]
    simp only [real_inner_smul_right]
    exact congrFun hc ⟨i.1, hi⟩
  have hhigh : ∀ i : Fin m, j < i.1 → ⟪u i, x⟫_ℝ = 0 := fun i hi => by
    rw [hx, inner_sum]
    refine Finset.sum_eq_zero fun l _ => ?_
    have hne : i ≠ Fin.castLE hm l := fun h => by
      have h1 : i.1 = l.1 := congrArg Fin.val h
      have h2 := l.2
      omega
    rw [real_inner_smul_right, hV.orthonormal.2 hne, mul_zero]
  -- the energy of `x` is squeezed between the two Ritz values
  have lo : e ⟨j, hn⟩ * ⟪x, x⟫_ℝ ≤ ⟪x, H x⟫_ℝ := by
    rw [(hW.norm_energy (hVW hxV)).2, (hW.norm_energy (hVW hxV)).1, Finset.mul_sum]
    refine Finset.sum_le_sum fun i _ => ?_
    rcases lt_or_ge i.1 j with hi | hi
    · rw [hlow i hi]; simp
    · exact mul_le_mul_of_nonneg_right (hW.mono (show ⟨j, hn⟩ ≤ i from hi)) (sq_nonneg _)
  have up : ⟪x, H x⟫_ℝ ≤ θ ⟨j, hm⟩ * ⟪x, x⟫_ℝ := by
    rw [(hV.norm_energy hxV).2, (hV.norm_energy hxV).1, Finset.mul_sum]
    refine Finset.sum_le_sum fun i _ => ?_
    rcases lt_or_ge j i.1 with hi | hi
    · rw [hhigh i hi]; simp
    · exact mul_le_mul_of_nonneg_right (hV.mono (show i ≤ ⟨j, hm⟩ from hi)) (sq_nonneg _)
  have hpos : 0 < ⟪x, x⟫_ℝ := by
    have := norm_pos_iff.2 hx0
    rw [real_inner_self_eq_norm_sq]
    positivity
  exact le_of_mul_le_mul_right (lo.trans up) hpos
```

## The highest occupied level is exact

The vectors $v_0,\dots,v_k$ form a Ritz basis of their own span, with values $e_0,\dots,e_k$. Applying the comparison twice along

$$\operatorname{span}(v_0,\dots,v_k) \subseteq V \subseteq E$$

gives $e_k \le \theta_k \le e_k$.

```lean
/-- If `V` contains the exact eigenvectors `0, …, k`, then its Ritz value `k` is exact. -/
theorem occupied_ritz_value (hX : IsRitzBasis H ⊤ e v) (hV : IsRitzBasis H V θ u)
    (k : ℕ) (hn : k < n) (hm : k < m) (hocc : ∀ i : Fin n, i.1 ≤ k → v i ∈ V) :
    θ ⟨k, hm⟩ = e ⟨k, hn⟩ := by
  refine le_antisymm ?_ (ritz_value_le_of_le hV hX le_top k hm hn)
  -- compare `V` with the span of the occupied eigenvectors
  have hB : IsRitzBasis H (Submodule.span ℝ (Set.range fun i : Fin (k + 1) => v (Fin.castLE hn i)))
      (fun i : Fin (k + 1) => e (Fin.castLE hn i)) (fun i => v (Fin.castLE hn i)) :=
    ⟨hX.orthonormal.comp _ (Fin.castLE_injective hn), rfl,
      fun a b hab => hX.mono (show Fin.castLE hn a ≤ Fin.castLE hn b from hab),
      fun i x _ => by simp only [hX.eigen, real_inner_smul_right]⟩
  have hle : Submodule.span ℝ (Set.range fun i : Fin (k + 1) => v (Fin.castLE hn i)) ≤ V := by
    rw [Submodule.span_le]
    rintro _ ⟨i, rfl⟩
    exact hocc _ (Nat.lt_succ_iff.1 i.2)
  exact ritz_value_le_of_le hB hV hle k (Nat.lt_succ_self k) hm
```

## Overlap between eigenvectors and Ritz vectors

Let $w \in V$ satisfy $Hw = \varepsilon w$. Evaluating $\langle Hw, u_j\rangle = \langle w, Hu_j\rangle$ on both sides gives $\varepsilon\langle w,u_j\rangle = \theta_j\langle w,u_j\rangle$, hence

$$(\theta_j - \varepsilon)\langle w,u_j\rangle = 0 .$$

An exact eigenvector in $V$ overlaps only Ritz vectors with the same value.

```lean
/-- For symmetric `H`, an exact eigenvector in `V` is orthogonal to every Ritz vector whose Ritz
value differs from its eigenvalue. -/
theorem eigenvector_ritz_overlap (hH : H.IsSymmetric) (hV : IsRitzBasis H V θ u) {w : E} {ε : ℝ}
    (hw : w ∈ V) (hε : H w = ε • w) (j : Fin m) : (θ j - ε) * ⟪w, u j⟫_ℝ = 0 := by
  have h1 := hH w (u j)
  rw [hε, real_inner_smul_left, hV.ritz j w hw] at h1
  linarith
```

## The gap inequality

The comparison of $V$ with $E$ at index $k+1$ gives $\theta_{k+1} \ge e_{k+1}$. Subtracting $\theta_k = e_k$ gives the bound.

In the statement, `hX` supplies the exact eigenbasis and `hV` the Ritz basis of $V$. The conditions `hn` and `hm` say that level $k+1$ exists in $E$ and in $V$, and `hocc` says that $V$ contains the occupied eigenvectors. No strict gap is assumed here. Symmetry of $H$ is not listed because `hX` already implies it.

```lean
/-- If `V` contains the exact eigenvectors `0, …, k` and has dimension above `k + 1`, its Ritz gap
between levels `k` and `k + 1` is at least the exact gap. -/
theorem ritz_gap_ge (hX : IsRitzBasis H ⊤ e v) (hV : IsRitzBasis H V θ u)
    (k : ℕ) (hn : k + 1 < n) (hm : k + 1 < m) (hocc : ∀ i : Fin n, i.1 ≤ k → v i ∈ V) :
    e ⟨k + 1, hn⟩ - e ⟨k, by omega⟩ ≤ θ ⟨k + 1, hm⟩ - θ ⟨k, by omega⟩ := by
  have h1 := occupied_ritz_value hX hV k (by omega) (by omega) hocc
  have h2 := ritz_value_le_of_le hV hX le_top (k + 1) hm hn
  linarith
```

## When the two gaps agree

Suppose the gaps are equal. Then $\theta_{k+1} = e_{k+1}$. Let $x = u_{k+1}$, the lowest virtual Ritz vector. For $i \le k$ we have $e_i \le e_k < \theta_{k+1}$, so the overlap relation gives $\langle v_i, x\rangle = 0$. The energy of $x$ is $e_{k+1}\langle x,x\rangle$, so

$$\sum_i (e_i - e_{k+1})\langle v_i,x\rangle^2 = 0 .$$

No term is negative (`hnn`), so each is zero (`hterm`). Thus $x$ has components only along eigenvectors with level $e_{k+1}$, and $Hx = e_{k+1}x$.

Conversely, let $w \in V$ be nonzero with $Hw = e_{k+1}w$. It overlaps some $u_j$, so $\theta_j = e_{k+1} > e_k = \theta_k$, which forces $j \ge k+1$. Then $\theta_{k+1} \le \theta_j = e_{k+1}$, and with the lower bound the gaps agree.

The proof uses the strict gap `hgap` in both directions, but only the converse needs it: if $e_k = e_{k+1}$, then $v_k$ is already an eigenvector for $e_{k+1}$ in $V$, whatever the Ritz gap is.

```lean
/-- Let `H` be symmetric with `e k < e (k + 1)`, and let `V` contain the exact eigenvectors
`0, …, k` and have dimension above `k + 1`. The Ritz gap equals the exact gap if and only if `V`
contains an eigenvector of `H` for the level `e (k + 1)`. -/
theorem ritz_gap_eq_iff (hH : H.IsSymmetric) (hX : IsRitzBasis H ⊤ e v)
    (hV : IsRitzBasis H V θ u) (k : ℕ) (hn : k + 1 < n) (hm : k + 1 < m)
    (hgap : e ⟨k, by omega⟩ < e ⟨k + 1, hn⟩) (hocc : ∀ i : Fin n, i.1 ≤ k → v i ∈ V) :
    θ ⟨k + 1, hm⟩ - θ ⟨k, by omega⟩ = e ⟨k + 1, hn⟩ - e ⟨k, by omega⟩ ↔
      ∃ w ∈ V, w ≠ 0 ∧ H w = e ⟨k + 1, hn⟩ • w := by
  have hk := occupied_ritz_value hX hV k (by omega) (by omega) hocc
  constructor
  · intro h
    have hq : θ ⟨k + 1, hm⟩ = e ⟨k + 1, hn⟩ := by linarith
    -- the lowest virtual Ritz vector is the eigenvector
    obtain ⟨x, hx⟩ : ∃ x, x = u ⟨k + 1, hm⟩ := ⟨_, rfl⟩
    have hxV : x ∈ V := hx ▸ hV.mem _
    have hnn : ∀ i ∈ Finset.univ, 0 ≤ (e i - e ⟨k + 1, hn⟩) * ⟪v i, x⟫_ℝ ^ 2 := fun i _ => by
      rcases le_or_gt i.1 k with hi | hi
      · have h0 := eigenvector_ritz_overlap hH hV (hocc i hi) (hX.eigen i) ⟨k + 1, hm⟩
        have h1 : e i ≤ e ⟨k, by omega⟩ := hX.mono (show i ≤ ⟨k, by omega⟩ from hi)
        have h2 := (mul_eq_zero.1 h0).resolve_left (fun h3 => by linarith)
        rw [hx, h2]; simp
      · exact mul_nonneg (sub_nonneg.2 (hX.mono (show ⟨k + 1, hn⟩ ≤ i from hi))) (sq_nonneg _)
    have hsum : ∑ i, (e i - e ⟨k + 1, hn⟩) * ⟪v i, x⟫_ℝ ^ 2 = 0 := by
      have h1 := hX.norm_energy (x := x) Submodule.mem_top
      have h3 : ⟪x, H x⟫_ℝ = θ ⟨k + 1, hm⟩ * ⟪x, x⟫_ℝ := by
        have h4 := hV.ritz ⟨k + 1, hm⟩ x hxV
        rwa [← hx] at h4
      simp only [sub_mul, Finset.sum_sub_distrib, ← Finset.mul_sum]
      rw [← h1.1, ← h1.2, h3, hq, sub_self]
    have hterm := (Finset.sum_eq_zero_iff_of_nonneg hnn).1 hsum
    refine ⟨x, hxV, hx ▸ hV.orthonormal.ne_zero _, ?_⟩
    calc H x = H (∑ i, ⟪v i, x⟫_ℝ • v i) := by rw [hX.expand (x := x) Submodule.mem_top]
      _ = ∑ i, e ⟨k + 1, hn⟩ • (⟪v i, x⟫_ℝ • v i) := by
        rw [map_sum]
        refine Finset.sum_congr rfl fun i hi => ?_
        rw [map_smul, hX.eigen i]
        rcases mul_eq_zero.1 (hterm i hi) with h0 | h0
        · rw [sub_eq_zero.1 h0]
          exact smul_comm _ _ _
        · rw [(pow_eq_zero_iff two_ne_zero).1 h0]; simp
      _ = e ⟨k + 1, hn⟩ • x := by
        rw [← Finset.smul_sum, hX.expand (x := x) Submodule.mem_top]
  · rintro ⟨w, hw, hw0, hHw⟩
    -- `w` overlaps some Ritz vector, whose Ritz value is then `e (k + 1)`
    obtain ⟨j, hj⟩ : ∃ j, ⟪u j, w⟫_ℝ ≠ 0 := by
      by_contra hcon
      apply hw0
      rw [← hV.expand hw]
      refine Finset.sum_eq_zero fun i _ => ?_
      rw [not_not.1 (fun h => hcon ⟨i, h⟩), zero_smul]
    have h0 := eigenvector_ritz_overlap hH hV hw hHw j
    have h1 := (mul_eq_zero.1 h0).resolve_right (fun h => hj ((real_inner_comm _ _).trans h))
    have hkj : k < j.1 := by
      by_contra hcon
      have h2 : θ j ≤ θ ⟨k, by omega⟩ := hV.mono (show j ≤ ⟨k, by omega⟩ from not_lt.1 hcon)
      linarith
    have h3 : θ ⟨k + 1, hm⟩ ≤ θ j := hV.mono (show ⟨k + 1, hm⟩ ≤ j from hkj)
    have h4 := ritz_value_le_of_le hV hX le_top (k + 1) hm hn
    linarith

end RitzGap
```

```lean
#print axioms RitzGap.exists_ritzBasis
#print axioms RitzGap.ritz_gap_ge
#print axioms RitzGap.ritz_gap_eq_iff
```

```
'RitzGap.exists_ritzBasis' depends on axioms: [propext, Classical.choice, Quot.sound]
'RitzGap.ritz_gap_ge' depends on axioms: [propext, Classical.choice, Quot.sound]
'RitzGap.ritz_gap_eq_iff' depends on axioms: [propext, Classical.choice, Quot.sound]
```

## One extra orbital, and a three-level example

The smallest admissible $V$ has dimension $N+1$: the occupied space plus one unit vector $a$ orthogonal to it. The matrix of $H$ in $V$ has no coupling between $a$ and the occupied vectors, so $\theta_{k+1} = \langle a,Ha\rangle$, the mean energy of the single virtual orbital.

Take levels $0, 1, 3$ with $k = 0$, so the exact gap is $1$. For $a = (v_1+v_2)/\sqrt2$ the Ritz values are $0$ and $(1+3)/2 = 2$, and the Ritz gap is $2$. For $a = v_1$ it is $1$, the case of equality.

The containment of the occupied space matters. In the span of $(v_0+v_2)/\sqrt2$ and $v_1$, which does not contain $v_0$, the Ritz values are $1$ and $3/2$, and the gap of $1/2$ is too small. For orbitals that reproduce the occupied space only approximately, as truncated local orbitals usually do, the comparison at index $k+1$ still gives $\theta_{k+1} \ge e_{k+1}$, but the gap bound weakens to $\theta_{k+1} - \theta_k \ge (e_{k+1} - e_k) - (\theta_k - e_k)$, where $\theta_k - e_k \ge 0$ is the error of the highest occupied level.
